# Approximate heredity of safeguarded SR1 updates under bounded Hessian variation

In a geometry optimisation the curvature of the energy surface changes as the atoms move, yet a quasi-Newton model Hessian is built from gradient differences collected at different places on that surface. If the Hessians differ by at most $\eta$ and every symmetric rank-one (SR1) update passes a safeguard on its denominator, how far can the current model be from reproducing an older gradient difference?

```lean
import Mathlib

open scoped InnerProductSpace ComplexConjugate
open Complex (I)

namespace SR1Heredity

noncomputable section

variable {E : Type*} [NormedAddCommGroup E] [InnerProductSpace ℝ E]

/-- A bounded operator is symmetric if it can be moved across the inner product. -/
def Symmetric (A : E →L[ℝ] E) : Prop := ∀ x y, ⟪A x, y⟫_ℝ = ⟪x, A y⟫_ℝ

/-- The secant residual `r = y - B s` of the model Hessian `B`, where `y = G s`. -/
def residual (B G : E →L[ℝ] E) (s : E) : E := G s - B s

/-- The symmetric rank-one update rule from `B` to `B'`, cleared of its denominator:
`⟨r, s⟩ (B' - B) x = ⟨r, x⟩ r` for every `x`. -/
def IsSR1Update (B B' G : E →L[ℝ] E) (s : E) : Prop :=
  ∀ x, ⟪residual B G s, s⟫_ℝ • (B' x - B x) = ⟪residual B G s, x⟫_ℝ • residual B G s

/-- A run of `N` safeguarded SR1 updates with steps `s i`, Hessians `G i` and models `B i`. -/
structure SR1Run (N : ℕ) (c : ℝ) (B G : ℕ → E →L[ℝ] E) (s : ℕ → E) : Prop where
  c_pos : 0 < c
  symm_start : Symmetric (B 0)
  symm_hessian : ∀ i < N, Symmetric (G i)
  step_ne : ∀ i < N, s i ≠ 0
  residual_ne : ∀ i < N, residual (B i) (G i) (s i) ≠ 0
  safeguard : ∀ i < N, c * ‖residual (B i) (G i) (s i)‖ * ‖s i‖ ≤
    |⟪residual (B i) (G i) (s i), s i⟫_ℝ|
  update : ∀ i < N, IsSR1Update (B i) (B (i + 1)) (G i) (s i)

/-- When `⟨r, s⟩` is nonzero, the update rule is the usual formula
`B' = B + r rᵀ / (rᵀ s)`. -/
theorem isSR1Update_iff {B B' G : E →L[ℝ] E} {s : E} (hd : ⟪residual B G s, s⟫_ℝ ≠ 0) :
    IsSR1Update B B' G s ↔ ∀ x, B' x = B x +
      (⟪residual B G s, x⟫_ℝ / ⟪residual B G s, s⟫_ℝ) • residual B G s := by
  constructor
  · intro h x
    have hx := h x
    have key : B' x - B x =
        (⟪residual B G s, x⟫_ℝ / ⟪residual B G s, s⟫_ℝ) • residual B G s := by
      rw [div_eq_inv_mul, mul_smul, ← hx, smul_smul, inv_mul_cancel₀ hd, one_smul]
    rw [← key]
    abel
  · intro h x
    have key : ⟪residual B G s, s⟫_ℝ * (⟪residual B G s, x⟫_ℝ / ⟪residual B G s, s⟫_ℝ) =
        ⟪residual B G s, x⟫_ℝ := by field_simp
    rw [h x, add_sub_cancel_left, smul_smul, key]

variable {N : ℕ} {c η : ℝ} {B G : ℕ → E →L[ℝ] E} {s : ℕ → E}

/-- In a safeguarded run every SR1 denominator is nonzero. -/
theorem SR1Run.denominator_ne (h : SR1Run N c B G s) {i : ℕ} (hi : i < N) :
    ⟪residual (B i) (G i) (s i), s i⟫_ℝ ≠ 0 := by
  have h1 := norm_pos_iff.2 (h.residual_ne i hi)
  have h2 := norm_pos_iff.2 (h.step_ne i hi)
  exact abs_pos.1 (lt_of_lt_of_le (mul_pos (mul_pos h.c_pos h1) h2) (h.safeguard i hi))

/-- Every model Hessian of a safeguarded run is symmetric. -/
theorem SR1Run.symmetric (h : SR1Run N c B G s) {k : ℕ} (hk : k ≤ N) : Symmetric (B k) := by
  induction k with
  | zero => exact h.symm_start
  | succ k ih =>
    intro x y
    have hf := (isSR1Update_iff (h.denominator_ne hk)).1 (h.update k hk)
    have hc : ⟪x, residual (B k) (G k) (s k)⟫_ℝ = ⟪residual (B k) (G k) (s k), x⟫_ℝ :=
      real_inner_comm _ _
    rw [hf x, hf y, inner_add_left, inner_add_right, real_inner_smul_left,
      real_inner_smul_right, hc, ih (by omega) x y]
    ring

/-- In a safeguarded run the updated model satisfies the newest secant equation exactly. -/
theorem SR1Run.secant (h : SR1Run N c B G s) {i : ℕ} (hi : i < N) :
    B (i + 1) (s i) = G i (s i) := by
  have hd := h.denominator_ne hi
  rw [(isSR1Update_iff hd).1 (h.update i hi) (s i), div_self hd, one_smul, residual]
  abel

/-- In a safeguarded run, one update multiplies the error in the secant equation of step `j` by at
most `1 + 1/c` and adds at most `η ‖s j‖ / c`, where `η` bounds the change of Hessian. -/
theorem SR1Run.error_step (h : SR1Run N c B G s) {j k : ℕ} (hk : k < N)
    (hη : ‖G k - G j‖ ≤ η) :
    ‖G j (s j) - B (k + 1) (s j)‖ ≤
      (1 + 1 / c) * ‖G j (s j) - B k (s j)‖ + η * ‖s j‖ / c := by
  have hc := h.c_pos
  have hd := h.denominator_ne hk
  have hη0 : 0 ≤ η := (norm_nonneg _).trans hη
  have hf := (isSR1Update_iff hd).1 (h.update k hk) (s j)
  have hsafe := h.safeguard k hk
  -- symmetry splits the overlap into Hessian variation and old error
  have hin : ⟪residual (B k) (G k) (s k), s j⟫_ℝ =
      ⟪s k, (G k - G j) (s j)⟫_ℝ + ⟪s k, G j (s j) - B k (s j)⟫_ℝ := by
    rw [residual, inner_sub_left, h.symm_hessian k hk, h.symmetric hk.le,
      sub_apply, inner_sub_right, inner_sub_right]
    ring
  have hvar : ‖(G k - G j) (s j)‖ ≤ η * ‖s j‖ :=
    ((G k - G j).le_opNorm (s j)).trans (mul_le_mul_of_nonneg_right hη (norm_nonneg _))
  have habs : |⟪residual (B k) (G k) (s k), s j⟫_ℝ| ≤
      ‖s k‖ * (η * ‖s j‖ + ‖G j (s j) - B k (s j)‖) := by
    rw [hin, mul_add]
    exact (abs_add_le _ _).trans (add_le_add
      ((abs_real_inner_le_norm _ _).trans (mul_le_mul_of_nonneg_left hvar (norm_nonneg _)))
      (abs_real_inner_le_norm _ _))
  rw [hf, ← sub_sub]
  generalize residual (B k) (G k) (s k) = r at *
  generalize G j (s j) - B k (s j) = e at *
  -- the safeguard bounds the length of the correction
  have hcorr : ‖(⟪r, s j⟫_ℝ / ⟪r, s k⟫_ℝ) • r‖ ≤ (η * ‖s j‖ + ‖e‖) / c := by
    rw [norm_smul, Real.norm_eq_abs, abs_div, div_mul_eq_mul_div,
      div_le_div_iff₀ (abs_pos.2 hd) hc]
    calc |⟪r, s j⟫_ℝ| * ‖r‖ * c ≤ ‖s k‖ * (η * ‖s j‖ + ‖e‖) * ‖r‖ * c := by gcongr
      _ = (η * ‖s j‖ + ‖e‖) * (c * ‖r‖ * ‖s k‖) := by ring
      _ ≤ (η * ‖s j‖ + ‖e‖) * |⟪r, s k⟫_ℝ| :=
        mul_le_mul_of_nonneg_left hsafe (by positivity)
  calc _ ≤ ‖e‖ + (η * ‖s j‖ + ‖e‖) / c := (norm_sub_le _ _).trans (by gcongr)
    _ = _ := by ring

/-- Approximate heredity: if the Hessians of a safeguarded SR1 run differ by at most `η`, the
model `B k` satisfies the earlier secant equation `y j = B k (s j)` up to
`η ‖s j‖ ((1 + 1/c)^(k-j-1) - 1)`. -/
theorem SR1Run.heredity (h : SR1Run N c B G s)
    (hη : ∀ i < N, ∀ j < N, ‖G i - G j‖ ≤ η) {j k : ℕ} (hjk : j < k) (hk : k ≤ N) :
    ‖G j (s j) - B k (s j)‖ ≤ η * ‖s j‖ * ((1 + 1 / c) ^ (k - j - 1) - 1) := by
  have hc := h.c_pos
  obtain ⟨m, rfl⟩ : ∃ m, k = j + 1 + m := ⟨k - j - 1, by omega⟩
  have hm : j + 1 + m - j - 1 = m := by omega
  rw [hm]
  clear hm hjk
  induction m with
  | zero =>
    have hs := h.secant (i := j) (by omega)
    simp [hs]
  | succ m ih =>
    have ih' := ih (by omega)
    have hstep := h.error_step (j := j) (k := j + 1 + m) (by omega)
      (hη _ (by omega) _ (by omega))
    have hmul := mul_le_mul_of_nonneg_left ih' (show 0 ≤ 1 + 1 / c by positivity)
    refine hstep.trans ((add_le_add hmul le_rfl).trans (le_of_eq ?_))
    rw [pow_succ]
    ring

/-- If the Hessians of a safeguarded SR1 run differ by at most `η`, and `A` is a reference operator
within `η` of `G j`, then `B k` and `A` differ along the earlier step `s j` by at most
`η ‖s j‖ (1 + 1/c)^(k-j-1)`. -/
theorem SR1Run.reference_error (h : SR1Run N c B G s)
    (hη : ∀ i < N, ∀ j < N, ‖G i - G j‖ ≤ η) {j k : ℕ} (hjk : j < k) (hk : k ≤ N)
    {A : E →L[ℝ] E} (hA : ‖G j - A‖ ≤ η) :
    ‖B k (s j) - A (s j)‖ ≤ η * ‖s j‖ * (1 + 1 / c) ^ (k - j - 1) := by
  have h1 := h.heredity hη hjk hk
  have h2 : ‖G j (s j) - A (s j)‖ ≤ η * ‖s j‖ :=
    ((G j - A).le_opNorm (s j)).trans (mul_le_mul_of_nonneg_right hA (norm_nonneg _))
  have h3 : B k (s j) - A (s j) = (G j (s j) - A (s j)) - (G j (s j) - B k (s j)) := by abel
  rw [h3]
  linarith [norm_sub_le (G j (s j) - A (s j)) (G j (s j) - B k (s j))]

/-- The real-linear map of the plane that sends `1` to `a` and `I` to `b`. -/
def planeMap (a b : ℂ) : ℂ →L[ℝ] ℂ :=
  Complex.reCLM.smulRight a + Complex.imCLM.smulRight b

/-- Model Hessians of a two-step run in the plane. -/
def exB : ℕ → ℂ →L[ℝ] ℂ
  | 0 => planeMap 0 0
  | 1 => planeMap 3 0
  | _ => planeMap (25 / 3 + 4 * I) (4 + 3 * I)

/-- True Hessians of the two-step run. -/
def exG : ℕ → ℂ →L[ℝ] ℂ
  | 0 => planeMap 3 (3 * I)
  | _ => planeMap (3 + 4 * I) (4 + 3 * I)

/-- Steps of the two-step run: the two coordinate directions. -/
def exS : ℕ → ℂ
  | 0 => 1
  | _ => I

/-- The heredity bound is attained by an explicit two-step run in the plane with `c = 3/5`
and `η = 4`. -/
theorem heredity_sharp_witness :
    SR1Run 2 (3 / 5) exB exG exS ∧ (∀ i < 2, ∀ j < 2, ‖exG i - exG j‖ ≤ 4) ∧
      ‖exG 0 (exS 0) - exB 2 (exS 0)‖ =
        4 * ‖exS 0‖ * ((1 + 1 / (3 / 5 : ℝ)) ^ (2 - 0 - 1) - 1) := by
  have app (a b z : ℂ) : planeMap a b z = z.re * a + z.im * b := by simp [planeMap]
  have inn (w z : ℂ) : ⟪w, z⟫_ℝ = w.re * z.re + w.im * z.im := by
    simp [Complex.inner, mul_comm]
  have n5 : ‖(4 + 3 * I : ℂ)‖ = 5 := by
    refine (sq_eq_sq₀ (norm_nonneg _) (by norm_num)).1 ?_
    rw [Complex.sq_norm, Complex.normSq_apply]
    norm_num
  have r0 : residual (exB 0) (exG 0) (exS 0) = 3 := by
    simp [residual, exB, exG, exS, app]
  have r1 : residual (exB 1) (exG 1) (exS 1) = 4 + 3 * I := by
    simp [residual, exB, exG, exS, app]
  have hG : ‖exG 1 - exG 0‖ ≤ 4 := by
    refine ContinuousLinearMap.opNorm_le_bound _ (by norm_num) fun z => ?_
    -- the Hessian changes by four times a reflection
    have hz : (exG 1 - exG 0) z = 4 * (I * conj z) := by
      apply Complex.ext <;> simp [exG, app] <;> ring
    rw [hz]
    simp
  refine ⟨⟨by norm_num, ?_, ?_, ?_, ?_, ?_, ?_⟩, ?_, ?_⟩
  · intro x y
    simp [exB, app]
  · intro i hi x y
    interval_cases i <;> simp [exG, app, inn] <;> ring
  · intro i hi
    interval_cases i <;> simp [exS]
  · intro i hi
    interval_cases i
    · rw [r0]
      norm_num
    · rw [r1, ← norm_pos_iff, n5]
      norm_num
  · intro i hi
    interval_cases i
    · rw [r0, inn]
      norm_num [exS]
    · rw [r1, n5, inn]
      norm_num [exS]
  · intro i hi
    interval_cases i
    · intro x
      rw [r0]
      apply Complex.ext <;> simp [exB, exS, app, inn]
      all_goals ring
    · intro x
      rw [r1]
      apply Complex.ext <;> simp [exB, exS, app, inn]
      all_goals ring
  · intro i hi j hj
    interval_cases i <;> interval_cases j
    · simp
    · rw [norm_sub_rev]
      exact hG
    · exact hG
    · simp
  · have he : exG 0 (exS 0) - exB 2 (exS 0) = (-(4 / 3) : ℝ) • (4 + 3 * I) := by
      apply Complex.ext <;> norm_num [exG, exB, exS, app]
    rw [he, norm_smul, n5]
    norm_num [exS]

end

end SR1Heredity
```

```lean
#print axioms SR1Heredity.SR1Run.heredity
#print axioms SR1Heredity.SR1Run.reference_error
```

```
'SR1Heredity.SR1Run.heredity' depends on axioms: [propext, Classical.choice, Quot.sound]
'SR1Heredity.SR1Run.reference_error' depends on axioms: [propext, Classical.choice, Quot.sound]
```

## The bound on an old secant error

In a run of $N$ updates, step $i$ has a displacement $s_i$, a symmetric operator $G_i$ and the gradient difference $y_i=G_is_i$. The model before the step is $B_i$, and its secant residual is $r_i=y_i-B_is_i$. The SR1 update is

$$B_{i+1}x=B_ix+\frac{\langle r_i,x\rangle}{\langle r_i,s_i\rangle}\,r_i .$$

The safeguard demands $|\langle r_i,s_i\rangle|\ge c\,\|r_i\|\,\|s_i\|$ with a fixed $c>0$. Suppose also that $\|G_i-G_j\|\le\eta$ for all $i,j<N$. The theorem `SR1Run.heredity` then states, for $j<k\le N$,

$$\|y_j-B_ks_j\|\le \eta\,\|s_j\|\left(\left(1+\tfrac1c\right)^{k-j-1}-1\right).$$

For $k=j+1$ the right-hand side is zero, because the newest secant equation holds exactly. For $\eta=0$ it is zero for every later $k$ as well, which is the exact heredity of SR1 on a quadratic surface, here for safeguarded updates.

In the Lean statement, `E` is any real inner product space, so neither finite dimension nor completeness is assumed. Operators have type `E →L[ℝ] E`, the bounded linear maps, and `‖G i - G j‖` is the operator norm. There is no separate symbol for $y_i$, which appears as `G i (s i)`. The word `residual` means the secant residual $r_i$, not the gradient or the DIIS error vector.

The structure `SR1Run N c B G s` collects the hypotheses on $N$ updates: steps $s_0,\dots,s_{N-1}$ and models $B_0,\dots,B_N$. It requires that $B_0$ and all $G_i$ be symmetric, that all $s_i$ and $r_i$ be nonzero, and that the safeguard and the update rule hold at each step. The rule `IsSR1Update` is written without division, as $\langle r,s\rangle(B'-B)x=\langle r,x\rangle r$. If $r$ were zero, this equation would allow any $B'$, so the nonzero residuals are needed to make the rule determine the next model.

A second theorem, `SR1Run.reference_error`, compares the model with a fixed operator $A$, for instance the Hessian at the minimum. If $\|G_j-A\|\le\eta$ as well, then

$$\|B_ks_j-As_j\|\le\eta\,\|s_j\|\left(1+\tfrac1c\right)^{k-j-1}.$$

## Averaged Hessians and the size of the constant

For a twice continuously differentiable energy with Hessian $H$, the gradient difference along a straight step from $x_i$ to $x_i+s_i$ is $G_is_i$ with

$$G_i=\int_0^1 H(x_i+ts_i)\,dt .$$

This average connects the theorem with a real energy surface: the Lean hypotheses start from the operators $G_i$ and do not derive them from an energy. The number $\eta$ stands for the variation of curvature over the region visited, and is small when the steps stay close together or the surface is nearly harmonic. The constant $c$ is a lower bound on the cosine, in absolute value, of the angle between $r_i$ and $s_i$. An optimiser that uses this safeguard skips the update when the cosine falls below the threshold $c$.

For geometry optimisation with exact gradients and only accepted updates, the result limits how much old curvature information can be distorted. It is only an upper bound, and the actual error may be much smaller. The Cauchy–Schwarz inequality forces $c\le1$ as soon as there is one step, so the base $1+1/c$ is at least 2. At $k=j+2$ the bound is already $\eta\|s_j\|/c$, so from there on it is informative only if $\eta/c$ is small compared with the curvatures of interest, which for a small threshold requires a very small $\eta$. Noise in the gradients and convergence of the optimisation are separate questions.

## One update, then a geometric sum

Since $c$, $\|r_k\|$ and $\|s_k\|$ are positive, the safeguard gives $\langle r_k,s_k\rangle\ne0$, and the quotient formula applies. The map $x\mapsto\langle r_k,x\rangle r_k$ is symmetric, so each $B_{k+1}$ inherits symmetry from $B_k$. Setting $x=s_k$ gives $B_{k+1}s_k=B_ks_k+r_k=y_k$.

Now fix $j$ and write $e_k=y_j-B_ks_j$ for $k>j$. For $k<N$ the update formula gives

$$e_{k+1}=e_k-\frac{\langle r_k,s_j\rangle}{\langle r_k,s_k\rangle}\,r_k .$$

The symmetry of $G_k$ and $B_k$ turns the numerator into

$$\langle r_k,s_j\rangle=\langle s_k,G_ks_j-B_ks_j\rangle=\langle s_k,(G_k-G_j)s_j\rangle+\langle s_k,e_k\rangle .$$

On a quadratic surface one may write $\langle y_k,s_j\rangle=\langle s_k,y_j\rangle$, and the habit is easily carried over to this setting. It loses the term with $G_k-G_j$, and the old error would then stay zero for ever, which the two-step run below contradicts.

By Cauchy–Schwarz, $|\langle r_k,s_j\rangle|\le\|s_k\|(\eta\|s_j\|+\|e_k\|)$. The safeguard gives $\|r_k\|/|\langle r_k,s_k\rangle|\le1/(c\|s_k\|)$. The factor $\|s_k\|$ cancels, and the triangle inequality yields

$$\|e_{k+1}\|\le\left(1+\tfrac1c\right)\|e_k\|+\frac{\eta\|s_j\|}{c}.$$

Put $q=1+1/c$ and $k=j+1+m$. At $m=0$ the error is zero. If $\|e_k\|\le\eta\|s_j\|(q^m-1)$, then, since $1/c=q-1$,

$$\|e_{k+1}\|\le\eta\|s_j\|\bigl(q(q^m-1)+(q-1)\bigr)=\eta\|s_j\|(q^{m+1}-1).$$

This proves the bound. For the reference operator, write $B_ks_j-As_j=(G_j-A)s_j-e_k$. The first term adds at most $\eta\|s_j\|$, which removes the $-1$.

The Lean proof takes the same route. `isSR1Update_iff` converts the division-free rule into the quotient formula, and `SR1Run.denominator_ne` supplies the nonzero denominator. `SR1Run.symmetric` is an induction over the updates, and `SR1Run.secant` is the case $x=s_k$. In `SR1Run.error_step`, `hin` is the identity for the numerator, `habs` its Cauchy–Schwarz estimate and `hcorr` the bound on the correction from the safeguard. `SR1Run.heredity` replaces `k` by `j + 1 + m` and inducts on `m`; `pow_succ` and `ring` finish the geometric sum.

## A two-step run that attains the bound

The theorem `heredity_sharp_witness` uses the complex numbers as a real plane, with $1$ and $I$ as coordinate directions. In matrix form,

$$B_0=0,\qquad G_0=\begin{pmatrix}3&0\\0&3\end{pmatrix},\qquad G_1=\begin{pmatrix}3&4\\4&3\end{pmatrix},$$

with $s_0=(1,0)$ and $s_1=(0,1)$. The first update has $r_0=(3,0)$ and gives $B_1=\mathrm{diag}(3,0)$. The second has $r_1=(4,3)$, so $\langle r_1,s_1\rangle=3$ and $\|r_1\|=5$, and the safeguard holds with equality for $c=3/5$. The old error becomes $-\tfrac43(4,3)$, of length $20/3$, and the bound is $4\cdot\tfrac53=20/3$.

Lean checks each condition on the two steps by cases. For the norm of $G_1-G_0$ it uses that this difference is four times a reflection, $z\mapsto4I\bar z$. The run shows that the hypotheses are consistent and that the bound is attained for these values; it says nothing about attainment over longer runs.

## Failure for a nonsymmetric Jacobian

Suppose the symmetry of the $G_i$ is dropped while everything else is kept. The following small calculation is an illustration in ordinary algebra, without a Lean proof. Take $B_0=0$, the same two steps, and

$$G_0=G_1=\begin{pmatrix}1&1\\0&1\end{pmatrix},$$

so that $\eta=0$ is allowed. The first update has $r_0=(1,0)$ and gives $B_1=\mathrm{diag}(1,0)$. The second has $r_1=(1,1)$ and $\langle r_1,s_1\rangle=\langle r_1,s_0\rangle=1$, and the safeguard holds at both steps with $c=1/\sqrt2$. Then $B_2s_0=(2,1)$, whereas $y_0=(1,0)$. The error is $\sqrt2$, while the bound would be zero. A constant linear map is therefore not enough for heredity if it may be nonsymmetric, as the Jacobian of a self-consistency iteration can be.
